# The sum over states is the only solution of the Sternheimer equation (A − e)x = −Qw in the range of Q, the projector onto orthonormal eigenstates of a Hermitian matrix A with energies above e

The theorem `sternheimer_iff` concerns a finite complex Hermitian matrix A, a finite orthonormal family of its eigenvectors c_a with real energies E_a, and a real number e; the family need not be complete, and e need not be an eigenvalue. Let Q be the projector onto the members of the family with E_a > e. For any vectors w and x, the theorem says that x lies in the range of Q and satisfies (A − e)x = −Qw exactly when x is the sum, over the states with E_a > e, of c_a⟨c_a, w⟩/(e − E_a). For the forward direction the proof writes x as Qy, takes the overlap of the equation with each such state, and solves for the coefficient; for the converse it puts the sum into both conditions and checks the equation component by component.

This version doesn't compile in Lean 4 with Mathlib:

```lean
import Mathlib

open Matrix

namespace SternheimerIff

noncomputable section

variable {n ι : Type*} [Fintype n] [Fintype ι] [DecidableEq ι]

/-- An orthonormal family of eigenvectors `c a` of the matrix `A` with real energies `E a`. -/
structure EigenFamily (A : Matrix n n ℂ) (E : ι → ℝ) (c : ι → n → ℂ) : Prop where
  orth : ∀ a b, star (c a) ⬝ᵥ c b = if a = b then 1 else 0
  eigen : ∀ a, A *ᵥ c a = (E a : ℂ) • c a

/-- The sum of the outer products `|c⟩⟨c|` over the states of the family with energy above `e`. -/
def projAbove (E : ι → ℝ) (c : ι → n → ℂ) (e : ℝ) : Matrix n n ℂ :=
  ∑ a with e < E a, vecMulVec (c a) (star (c a))

/-- The sum over states with energy above `e` of `c ⟨c, w⟩ / (e - E_c)`; every denominator in the
sum is nonzero. -/
def sumOverStates (E : ι → ℝ) (c : ι → n → ℂ) (e : ℝ) (w : n → ℂ) : n → ℂ :=
  ∑ a with e < E a, ((star (c a) ⬝ᵥ w) / ((e : ℂ) - (E a : ℂ))) • c a

omit [Fintype ι] [DecidableEq ι] in
/-- The dot product (without conjugation) with a linear combination of vectors is the combination of
the dot products. -/
theorem dot_combination (s : Finset ι) (f : ι → ℂ) (c : ι → n → ℂ) (w : n → ℂ) :
    w ⬝ᵥ (∑ a ∈ s, f a • c a) = ∑ a ∈ s, f a * (w ⬝ᵥ c a) := by
  simp only [dotProduct, Finset.sum_apply, Pi.smul_apply, smul_eq_mul, Finset.mul_sum]
  rw [Finset.sum_comm]
  exact Finset.sum_congr rfl fun a _ => Finset.sum_congr rfl fun j _ => by ring

omit [DecidableEq ι] in
/-- The matrix `projAbove E c e` maps `v` to the sum of `⟨c, v⟩ c` over the vectors of the family
with energy above `e`. -/
theorem projAbove_mulVec (E : ι → ℝ) (c : ι → n → ℂ) (e : ℝ) (v : n → ℂ) :
    projAbove E c e *ᵥ v = ∑ a with e < E a, (star (c a) ⬝ᵥ v) • c a := by
  ext i
  simp only [projAbove, Matrix.mulVec, dotProduct, Matrix.sum_apply, vecMulVec_apply,
    Finset.sum_apply, Pi.smul_apply, smul_eq_mul, Finset.sum_mul]
  rw [Finset.sum_comm]
  exact Finset.sum_congr rfl fun a _ => Finset.sum_congr rfl fun j _ => by ring

/-- A Hermitian matrix acts to the left on its eigenvector: `⟨c, A v⟩ = E ⟨c, v⟩`. -/
theorem overlap_hermitian {A : Matrix n n ℂ} (hA : A.IsHermitian) {c : n → ℂ} {E : ℝ}
    (hc : A *ᵥ c = (E : ℂ) • c) (v : n → ℂ) :
    star c ⬝ᵥ (A *ᵥ v) = (E : ℂ) * (star c ⬝ᵥ v) := by
  have h := congrArg star hc
  rw [Matrix.star_mulVec, hA.eq] at h
  have h2 : star ((E : ℂ) • c) = (E : ℂ) • star c := by
    ext i
    simp
  rw [Matrix.dotProduct_mulVec, h, h2, smul_dotProduct, smul_eq_mul]

/-- In a combination of the orthonormal states above `e`, the overlap with one of these states
is its coefficient. -/
theorem overlap_combination {A : Matrix n n ℂ} {E : ι → ℝ} {c : ι → n → ℂ}
    (hc : EigenFamily A E c) {e : ℝ} {b : ι} (hb : e < E b) (f : ι → ℂ) :
    star (c b) ⬝ᵥ (∑ a with e < E a, f a • c a) = f b := by
  rw [dot_combination]
  simp [hc.orth, hb]

/-- For a Hermitian matrix, any source `w` and the projector `Q` onto the states above `e` in an
orthonormal family of eigenvectors of the matrix, a vector in the range of `Q` solves
`(A - e) x = -Q w` exactly when it is the sum over states. -/
theorem sternheimer_iff {A : Matrix n n ℂ} (hA : A.IsHermitian) {E : ι → ℝ} {c : ι → n → ℂ}
    (hc : EigenFamily A E c) (e : ℝ) (w x : n → ℂ) :
    (x ∈ Set.range (projAbove E c e).mulVec ∧
      A *ᵥ x - (e : ℂ) • x = -(projAbove E c e *ᵥ w)) ↔ x = sumOverStates E c e w := by
  have gap : ∀ a, e < E a → (e : ℂ) - (E a : ℂ) ≠ 0 := fun a ha h =>
    ha.ne (Complex.ofReal_injective (sub_eq_zero.mp h))
  constructor
  · rintro ⟨⟨y, rfl⟩, hx⟩
    rw [projAbove_mulVec E c e y] at hx ⊢
    refine Finset.sum_congr rfl fun a ha => ?_
    have ha' : e < E a := (Finset.mem_filter.mp ha).2
    -- project the equation on the state `c a`
    have h := congrArg (fun v => star (c a) ⬝ᵥ v) hx
    dsimp only at h
    rw [dotProduct_sub, dotProduct_smul, dotProduct_neg, overlap_hermitian hA (hc.eigen a),
      projAbove_mulVec, overlap_combination hc ha' (fun b => star (c b) ⬝ᵥ y),
      overlap_combination hc ha' (fun b => star (c b) ⬝ᵥ w), smul_eq_mul] at h
    congr 1
    rw [eq_div_iff (gap a ha')]
    linear_combination -h
  · rintro rfl
    constructor
    · refine ⟨sumOverStates E c e w, ?_⟩
      rw [projAbove_mulVec]
      refine Finset.sum_congr rfl fun a ha => ?_
      congr 1
      exact overlap_combination hc (Finset.mem_filter.mp ha).2
        (fun b => (star (c b) ⬝ᵥ w) / ((e : ℂ) - (E b : ℂ)))
    · -- check the equation component by component
      ext i
      have hi : ∀ f : ι → ℂ, (A *ᵥ (∑ a with e < E a, f a • c a)) i
          = ∑ a with e < E a, f a * (A *ᵥ c a) i := fun f => dot_combination _ f c (A i)
      rw [projAbove_mulVec, Pi.sub_apply, Pi.neg_apply, Pi.smul_apply, sumOverStates, hi]
      simp only [Finset.sum_apply, Pi.smul_apply, smul_eq_mul, Finset.mul_sum]
      rw [← Finset.sum_sub_distrib, ← Finset.sum_neg_distrib]
      refine Finset.sum_congr rfl fun a ha => ?_
      have hg := div_mul_cancel₀ (star (c a) ⬝ᵥ w) (gap a (Finset.mem_filter.mp ha).2)
      rw [hc.eigen a, Pi.smul_apply, smul_eq_mul]
      linear_combination (-(c a i)) * hg

end

end SternheimerIff
```

Compiling this gives:

```
Main.lean:80:4: error: `dsimp` made no progress
```

Cause. The error is in the forward direction, where `congrArg` applies the function `fun v => star (c a) ⬝ᵥ v` to both sides of `hx`. The line `dsimp only at h` was there to carry out that application, so that `h` would read as an equation between two dot products. The message says that `dsimp` found nothing to simplify: Lean had already given `h` its type in the reduced form. A `dsimp` call that changes nothing is an error, so the proof stopped there although the mathematics was not at fault.

The repair deletes the line. The following `rw` can start at once, because its first lemma, `dotProduct_sub`, finds in `h` the dot product with a difference that it needs. The rest of the proof is unchanged.

Lean accepts the file once it reads:

```diff
@@ -78,5 +78,4 @@
     -- project the equation on the state `c a`
     have h := congrArg (fun v => star (c a) ⬝ᵥ v) hx
-    dsimp only at h
     rw [dotProduct_sub, dotProduct_smul, dotProduct_neg, overlap_hermitian hA (hc.eigen a),
       projAbove_mulVec, overlap_combination hc ha' (fun b => star (c b) ⬝ᵥ y),
```
